# Linear mixing with 0 < α ≤ 2/(1+u) brings the spin-restricted mean-field Hubbard dimer to its symmetric density

Take a Hubbard dimer with two equivalent sites, hopping `t > 0`, on-site repulsion `U > 0` and two electrons, in spin-restricted mean-field theory. Let `x = (n₁ - n₂)/2` be half the difference of the site occupations, and let `u = U/(2t)`. The self-consistency update then sends `x` to `-ux/√(1 + u²x²)`, and linear mixing gives this new value the weight `α` and the old one the weight `1 - α`. The theorem `mixing_converges` states that if `0 < α ≤ 2/(1+u)`, the iterates tend to the symmetric density `x = 0` from every real starting value.

The proof notes that the moduli of the iterates never increase and so have a limit `L`, and that by continuity a mixing step preserves the modulus `L`. Since a step strictly reduces the modulus of any nonzero `x`, `L` must be zero.

An attempt in Lean 4 with a fault in it:

```lean
import Mathlib

open Filter Topology

namespace MixingConverges

noncomputable section

/-- The mean-field update of the density difference `x` of a Hubbard dimer with reduced
repulsion `u`. -/
def scfMap (u x : ℝ) : ℝ := -(u * x) / Real.sqrt (1 + u ^ 2 * x ^ 2)

/-- One step of linear mixing: a fraction `α` of the updated density difference is blended with
a fraction `1 - α` of the old one. -/
def mixStep (u α x : ℝ) : ℝ := (1 - α) * x + α * scfMap u x

/-- The response ratio `-g(x)/x` of the mean-field update `g`, continued to `x = 0`. -/
def response (u x : ℝ) : ℝ := u / Real.sqrt (1 + u ^ 2 * x ^ 2)

/-- A mixing step multiplies the density difference by `1 - α (1 + r)`, where `r` is the response
ratio at the current density. -/
theorem mixStep_eq (u α x : ℝ) : mixStep u α x = (1 - α * (1 + response u x)) * x := by
  unfold mixStep scfMap response
  ring

/-- For `u > 0` the response ratio is positive and at most `u`. -/
theorem response_bounds {u : ℝ} (hu : 0 < u) (x : ℝ) :
    0 < response u x ∧ response u x ≤ u := by
  have h1 : 1 ≤ Real.sqrt (1 + u ^ 2 * x ^ 2) :=
    (Real.le_sqrt' one_pos).2 (by nlinarith [sq_nonneg (u * x)])
  exact ⟨div_pos hu (by linarith), div_le_self hu.le h1⟩

/-- For `u > 0` and `0 < α ≤ 2/(1+u)` a mixing step strictly reduces the modulus of every nonzero
density difference. -/
theorem abs_mixStep_lt {u α x : ℝ} (hu : 0 < u) (hα : 0 < α) (hα2 : α ≤ 2 / (1 + u))
    (hx : x ≠ 0) : |mixStep u α x| < |x| := by
  have h2 : α * (1 + u) ≤ 2 := (le_div_iff₀ (by linarith)).1 hα2
  have hs : 1 < Real.sqrt (1 + u ^ 2 * x ^ 2) := by
    have hp : 0 < u ^ 2 * x ^ 2 := by positivity
    exact (Real.lt_sqrt zero_le_one).2 (by linarith)
  have hr : response u x < u := div_lt_self hu hs
  have hr0 := (response_bounds hu x).1
  have h3 : α * response u x < α * u := mul_lt_mul_of_pos_left hr hα
  have h4 : 0 < α * response u x := mul_pos hα hr0
  have hf : |1 - α * (1 + response u x)| < 1 :=
    abs_lt.2 ⟨by linarith, by linarith⟩
  rw [mixStep_eq, abs_mul]
  nlinarith [mul_pos (sub_pos.2 hf) (abs_pos.2 hx)]

/-- The mixing step depends continuously on the density difference. -/
theorem continuous_mixStep (u α : ℝ) : Continuous (mixStep u α) := by
  have h : ∀ x : ℝ, Real.sqrt (1 + u ^ 2 * x ^ 2) ≠ 0 := fun x => by positivity
  have hg : Continuous (scfMap u) := by
    show Continuous (fun x : ℝ => -(u * x) / Real.sqrt (1 + u ^ 2 * x ^ 2))
    exact Continuous.div (by fun_prop) (by fun_prop) h
  show Continuous (fun x : ℝ => (1 - α) * x + α * scfMap u x)
  exact (continuous_const.mul continuous_id).add (continuous_const.mul hg)

/-- For `u > 0` and `0 < α ≤ 2/(1+u)` the mixed iterates converge to the symmetric density
`x = 0` from every start. -/
theorem mixing_converges {u α : ℝ} (hu : 0 < u) (hα : 0 < α) (hα2 : α ≤ 2 / (1 + u)) (x : ℝ) :
    Tendsto (fun n : ℕ => (mixStep u α)^[n] x) atTop (𝓝 0) := by
  have hdec : ∀ y, |mixStep u α y| ≤ |y| := by
    intro y
    by_cases hy : y = 0
    · simp [hy, mixStep, scfMap]
    · exact (abs_mixStep_lt hu hα hα2 hy).le
  have hev : ∀ y, |mixStep u α |y|| = |mixStep u α y| := by
    intro y
    have hr : response u |y| = response u y := by simp [response, sq_abs]
    rw [mixStep_eq u α |y|, mixStep_eq u α y, hr, abs_mul, abs_mul, abs_abs]
  -- the moduli decrease, hence have a limit `L`
  have hanti : Antitone (fun n : ℕ => |(mixStep u α)^[n] x|) :=
    antitone_nat_of_succ_le (fun n => by
      simpa only [Function.iterate_succ_apply'] using hdec ((mixStep u α)^[n] x))
  obtain ⟨L, hL⟩ : ∃ L, Tendsto (fun n : ℕ => |(mixStep u α)^[n] x|) atTop (𝓝 L) :=
    ⟨_, tendsto_atTop_ciInf hanti ⟨0, by rintro _ ⟨n, rfl⟩; exact abs_nonneg _⟩⟩
  have hL0 : 0 ≤ L := ge_of_tendsto' hL (fun n => abs_nonneg _)
  -- by continuity a mixing step preserves the modulus `L`
  have h1 := ((continuous_mixStep u α).abs.tendsto L).comp hL
  have h2 := hL.comp (tendsto_add_atTop_nat 1)
  have hfix : |mixStep u α L| = L := by
    refine tendsto_nhds_unique (h1.congr ?_) h2
    intro n
    simp only [Function.comp_apply, Function.iterate_succ_apply', hev]
  have hzero : L = 0 := by
    by_contra hne
    have hlt := abs_mixStep_lt hu hα hα2 hne
    rw [hfix, abs_of_nonneg hL0] at hlt
    exact lt_irrefl _ hlt
  rw [hzero] at hL
  exact (tendsto_zero_iff_abs_tendsto_zero _).2 hL

end

end MixingConverges
```

Compiling this gives:

```
Main.lean:68:35: error: unexpected token '='; expected term
Main.lean:68:18: error(lean.synthInstanceFailed): failed to synthesize instance of type class
  AddGroup Prop

Hint: Type class instance resolution failures can be inspected with the `set_option trace.Meta.synthInstance true` command.
Main.lean:62:62: error: unsolved goals
case hev
u α : ℝ
hu : 0 < u
hα : 0 < α
hα2 : α ≤ 2 / (1 + u)
x : ℝ
hdec : ∀ (y : ℝ), |mixStep u α y| ≤ |y|
⊢ ∀ (y : Bool), sorry

u α : ℝ
hu : 0 < u
hα : 0 < α
hα2 : α ≤ 2 / (1 + u)
x : ℝ
hdec : ∀ (y : ℝ), |mixStep u α y| ≤ |y|
hev : ∀ (y : Bool), sorry
⊢ Tendsto (fun n => (mixStep u α)^[n] x) atTop (𝓝 0)
```

Cause. The fault is one of notation, in the statement of `hev`. In `|mixStep u α |y||` the two closing bars stand together, and Lean reads them as the single token `||`, the Boolean "or". It then wants a second operand after `y ||` and finds `=`, which is the first message.

The other messages follow from this. The statement breaks off before its equals sign, so what remains after `∀ y,` is an absolute value where a proposition is needed; Lean therefore looks for an `AddGroup` structure on `Prop` and finds none. The `||` also makes `y` a `Bool`, as the leftover goal shows. The rest of the proof is not read, so both `hev` and the main claim are left unsolved.

Writing the inner absolute value as `(abs y)` in the statement removes the doubled bar and cures all three errors. The annotation `y : ℝ` is mere tidying, since `mixStep` already fixes the type, and so is the change to `abs y` in the two later lines, where no bars are doubled.

Fix (accepted with no message):

```diff
@@ -66,8 +66,8 @@
     · simp [hy, mixStep, scfMap]
     · exact (abs_mixStep_lt hu hα hα2 hy).le
-  have hev : ∀ y, |mixStep u α |y|| = |mixStep u α y| := by
+  have hev : ∀ y : ℝ, |mixStep u α (abs y)| = |mixStep u α y| := by
     intro y
-    have hr : response u |y| = response u y := by simp [response, sq_abs]
-    rw [mixStep_eq u α |y|, mixStep_eq u α y, hr, abs_mul, abs_mul, abs_abs]
+    have hr : response u (abs y) = response u y := by simp [response, sq_abs]
+    rw [mixStep_eq u α (abs y), mixStep_eq u α y, hr, abs_mul, abs_mul, abs_abs]
   -- the moduli decrease, hence have a limit `L`
   have hanti : Antitone (fun n : ℕ => |(mixStep u α)^[n] x|) :=
```
